# Fractional charge transfer persists at large separation in a donor–acceptor model whose delocalization parameter exceeds the gap

Let a charge q between 0 and 1 pass from a donor to an acceptor at distance R, with energy (in atomic units)

E(q) = qD − k q(1−q) − q²/R − a q(1−q)/R.

Here D > 0 is the gap, meaning the donor's ionization energy minus the acceptor's electron affinity, k the strength of the delocalization error and a the fraction of long-range exchange. If k > D, then for every fixed a the minimizing charge tends to

(k − D)/(2k)

as R grows, and this value lies strictly between 0 and 1/2. If instead a = 1 and k = 0, the minimizing charge is an integer on both sides of R = 1/D: it is 0 for larger R and 1 for smaller R.

For approximate density functionals, this describes how a dissociating pair can end as fractionally charged fragments despite full long-range exchange, in a one-variable point-charge model where k is held fixed.

```lean
import Mathlib

open Filter Topology Set

namespace RangeSeparatedChargeTransfer

noncomputable section
```

## The energy of a shared electron

Atomic units are used, and the energy is measured from the neutral pair, so E(0) = 0. The gap D is the donor's ionization energy minus the acceptor's electron affinity. It is the cost of moving one whole electron between infinitely distant fragments.

The two terms in 1/R can be read off from point charges. An electron with weight 1−q on the donor and q on the acceptor has the attraction −q/R between its acceptor part and the donor's core. It also has the spurious Hartree repulsion q(1−q)/R between its own two parts. Their sum is

−q/R + q(1−q)/R = −q²/R.

Long-range exchange removes a fraction a of the self-repulsion, which gives the term −a q(1−q)/R.

The constant k is postulated. It stands for the error that an approximate functional makes for the separate fragments at fractional electron number, where for k > 0 their energy falls below the straight line between integers. At charge q the energy lies k q(1−q) below that line, which is at most k/4; for short, the coefficient k itself is called the delocalization error below. The model keeps D and k independent of R, and k independent of a. In an actual range-separated functional, a change in the exchange treatment generally changes k as well. Orbital overlap and electronic coupling between the fragments are left out.

In Lean all five arguments of `energy` are real numbers. The physical reading takes R > 0, although some of the statements below do not need to assume it.

```lean
/-- Energy of a donor-acceptor pair at separation `R ≠ 0` after transfer of the charge `q`:
gap `D`, delocalization error `k`, and fraction `a` of long-range exchange. -/
def energy (D k a R q : ℝ) : ℝ :=
  q * D - k * q * (1 - q) - q ^ 2 / R - a * q * (1 - q) / R
```

## A straight line minus a parabola

Only the term in q(1−q) decides whether the energy bends below or above the line between integer charges. Write this term as −b q(1−q), so that a positive b bends the energy below the line. The fragments contribute k to b. The spurious Hartree repulsion q(1−q)/R contributes −1/R, and exchange contributes a/R. The attraction −q/R is linear in q and contributes nothing. The net bowing is therefore

b = k + (a − 1)/R.

```lean
/-- Net bowing of the energy between integer charges at separation `R ≠ 0`. -/
def bowing (k a R : ℝ) : ℝ := k + (a - 1) / R
```

Write s = D − 1/R for the energy difference E(1) − E(0). The energy is then E(q) = qs − b q(1−q), with derivative

E′(q) = s − b(1 − 2q).

For b ≠ 0 this vanishes at

q* = 1/2 − s/(2b).

The definition below records this number. Whether it lies in [0,1], and whether it is a minimum, depends on s and b.

```lean
/-- The stationary charge of the energy, for `R ≠ 0` and nonzero bowing. -/
def stationaryCharge (D k a R : ℝ) : ℝ :=
  1 / 2 - (D - 1 / R) / (2 * bowing k a R)
```

A minimizer is a charge in [0,1] whose energy is no higher than that of any other charge in [0,1]. The definition compares energies directly and uses no derivatives, so it treats the endpoints and the interior alike.

```lean
/-- The charge `q` in `[0,1]` has the lowest energy among all charges in `[0,1]`. -/
def IsMinimizer (E : ℝ → ℝ) (q : ℝ) : Prop :=
  q ∈ Icc (0 : ℝ) 1 ∧ ∀ p ∈ Icc (0 : ℝ) 1, E q ≤ E p
```

For a unique minimizer the comparison is strict against every other allowed charge.

```lean
/-- The charge `q` in `[0,1]` has strictly lower energy than every other charge in `[0,1]`. -/
def IsUniqueMinimizer (E : ℝ → ℝ) (q : ℝ) : Prop :=
  q ∈ Icc (0 : ℝ) 1 ∧ ∀ p ∈ Icc (0 : ℝ) 1, p ≠ q → E q < E p
```

The decomposition itself follows by collecting terms:

E(q) = qD − q/R − [k − 1/R + a/R] q(1−q)
  = qs − b q(1−q).

Lean unfolds the two definitions and confirms the identity with `ring`. The difference s has no name of its own in the code and appears as `D - 1 / R`.

```lean
/-- The energy is the straight line between the integer charges minus a parabola
whose strength is the net bowing. -/
theorem energy_eq_line_sub_bowing (D k a R q : ℝ) :
    energy D k a R q = q * (D - 1 / R) - bowing k a R * (q * (1 - q)) := by
  unfold energy bowing
  ring
```

## Integer charges when the bowing is not positive

Let D > 0, R > 0 and b ≤ 0. If R > 1/D, then s > 0, and for every p with 0 < p ≤ 1

E(p) − E(0) = ps + (−b) p(1−p) > 0.

The first term is positive and the second is not negative, so 0 is the unique minimizer. If R < 1/D, then s < 0, and for every p with 0 ≤ p < 1

E(p) − E(1) = (1−p)(−s) + (−b) p(1−p) > 0.

Now 1 is the unique minimizer. The theorem states both implications together. In each half of the proof, `hs` is the sign of s, while `h1` and `h2` are the two terms of the difference; `linarith` adds them.

```lean
/-- For a positive gap and no positive net bowing, the unique minimizer is an integer charge: `0`
for `R > 1/D` and `1` for `0 < R < 1/D`. -/
theorem integer_transfer {D k a R : ℝ} (hD : 0 < D) (hR : 0 < R)
    (hb : bowing k a R ≤ 0) :
    (1 / D < R → IsUniqueMinimizer (energy D k a R) 0) ∧
      (R < 1 / D → IsUniqueMinimizer (energy D k a R) 1) := by
  constructor
  · intro h
    have hs : 1 / R < D := by
      rw [div_lt_iff₀ hD] at h
      rw [div_lt_iff₀ hR]
      linarith
    refine ⟨⟨le_refl 0, zero_le_one⟩, fun p hp hne => ?_⟩
    have hp0 : 0 < p := lt_of_le_of_ne hp.1 (Ne.symm hne)
    -- the line rises, and the parabola cannot lower the energy
    have h1 := mul_pos hp0 (sub_pos.mpr hs)
    have h2 := mul_nonneg (neg_nonneg.mpr hb)
      (mul_nonneg hp.1 (sub_nonneg.mpr hp.2))
    rw [energy_eq_line_sub_bowing, energy_eq_line_sub_bowing]
    linarith
  · intro h
    have hs : D < 1 / R := by
      rw [lt_div_iff₀ hD] at h
      rw [lt_div_iff₀ hR]
      linarith
    refine ⟨⟨zero_le_one, le_refl 1⟩, fun p hp hne => ?_⟩
    have hp1 : p < 1 := lt_of_le_of_ne hp.2 hne
    -- now the line falls towards full transfer
    have h1 := mul_pos (sub_pos.mpr hp1) (sub_pos.mpr hs)
    have h2 := mul_nonneg (neg_nonneg.mpr hb)
      (mul_nonneg hp.1 (sub_nonneg.mpr hp.2))
    rw [energy_eq_line_sub_bowing, energy_eq_line_sub_bowing]
    linarith
```

For a = 1 and k = 0 the bowing is zero at every R. Exchange removes the whole self-repulsion, and the energy is the straight line

E(q) = q(D − 1/R).

The jump from 1 to 0 at R = 1/D is then a special case of the preceding theorem. The statement leaves out R = 1/D itself, where the line is flat and all charges in [0,1] have the same energy.

```lean
/-- With full long-range exchange, no delocalization error and a positive gap, the unique
minimizer is `0` for `R > 1/D` and `1` for `0 < R < 1/D`. -/
theorem full_exchange_transfer {D R : ℝ} (hD : 0 < D) (hR : 0 < R) :
    (1 / D < R → IsUniqueMinimizer (energy D 0 1 R) 0) ∧
      (R < 1 / D → IsUniqueMinimizer (energy D 0 1 R) 1) :=
  integer_transfer hD hR (by simp [bowing])
```

## Fractional charge when the bowing wins

Suppose that |s| < b. Then b > 0, and the stationarity condition reads

2b q* = b − s.

Since −b < s < b, the right-hand side lies between 0 and 2b, so q* lies between 0 and 1. Substituting b − s = 2b q* into the energy gives

E(p) = b p² − (b − s)p
  = b p² − 2b q* p
  = b(p − q*)² − b(q*)².

Hence

E(p) − E(q*) = b(p − q*)²,

which is positive for every p ≠ q*. The stationary charge is the unique minimizer.

In words, the hypothesis says that the bowing exceeds the absolute energy difference between the two integer charges. The proof follows the same two steps: `hx` is the stationarity condition, from which `nlinarith` obtains the bounds on q*, and `hsq` is the completed square.

```lean
/-- When the net bowing exceeds the absolute energy difference between the integer charges,
the stationary charge is the unique minimizer. -/
theorem fractional_transfer {D k a R : ℝ} (h : |D - 1 / R| < bowing k a R) :
    IsUniqueMinimizer (energy D k a R) (stationaryCharge D k a R) := by
  have hb : 0 < bowing k a R := (abs_nonneg _).trans_lt h
  obtain ⟨hl, hu⟩ := abs_lt.mp h
  -- the stationarity condition
  have hx : 2 * bowing k a R * stationaryCharge D k a R
      = bowing k a R - (D - 1 / R) := by
    have hc : (D - 1 / R) / (2 * bowing k a R) * (2 * bowing k a R) = D - 1 / R :=
      div_mul_cancel₀ _ (mul_ne_zero two_ne_zero hb.ne')
    unfold stationaryCharge
    linear_combination -hc
  refine ⟨⟨by nlinarith, by nlinarith⟩, fun p _ hne => ?_⟩
  -- completing the square
  have hsq : energy D k a R p - energy D k a R (stationaryCharge D k a R)
      = bowing k a R * (p - stationaryCharge D k a R) ^ 2 := by
    rw [energy_eq_line_sub_bowing, energy_eq_line_sub_bowing]
    linear_combination (p - stationaryCharge D k a R) * hx
  have hne' := sub_ne_zero.mpr hne
  have hpos : 0 < bowing k a R * (p - stationaryCharge D k a R) ^ 2 := by positivity
  linarith
```

At RD = 1 the two integer charges have equal energy, so s = 0. Any b > 0 then satisfies |s| < b, and

q* = 1/2 − 0/(2b) = 1/2.

At this separation even a small positive bowing replaces the degenerate line by a parabola with its minimum at half an electron. The Lean proof establishes 1/R = D and applies the previous theorem.

```lean
/-- At the separation with `R D = 1`, positive net bowing makes the transfer of exactly
half a charge the unique minimizer. -/
theorem half_transfer_at_crossing {D k a R : ℝ} (hRD : R * D = 1)
    (hb : 0 < bowing k a R) : IsUniqueMinimizer (energy D k a R) (1 / 2) := by
  have hR : R ≠ 0 := by
    rintro rfl
    simp at hRD
  have hinv : 1 / R = D := by
    rw [div_eq_iff hR]
    linarith
  have ht : stationaryCharge D k a R = 1 / 2 := by
    unfold stationaryCharge
    rw [hinv]
    simp
  have h := fractional_transfer (D := D) (k := k) (a := a) (R := R)
    (by rw [hinv]; simpa using hb)
  rwa [ht] at h
```

## What remains at large separation

With k and a fixed,

b = k + (a − 1)/R → k as R → ∞.

The exchange fraction enters only through a term that decays as 1/R. It can change the approach to the limit, but not the limit. In Lean, `Tendsto ... atTop (𝓝 k)` expresses convergence to k as R grows without bound.

```lean
/-- The net bowing tends to the delocalization error `k` at large separation. -/
theorem tendsto_bowing (k a : ℝ) : Tendsto (fun R => bowing k a R) atTop (𝓝 k) := by
  have h : Tendsto (fun R : ℝ => (a - 1) / R) atTop (𝓝 0) :=
    tendsto_const_nhds.div_atTop tendsto_id
  have h2 := (tendsto_const_nhds (x := k) (f := (atTop : Filter ℝ))).add h
  rw [add_zero] at h2
  exact h2
```

Likewise, the Coulomb attraction between the fully charged fragments dies out, and the energy difference returns to the gap:

s = D − 1/R → D as R → ∞.

```lean
/-- The energy difference between the integer charges tends to the gap `D` at large
separation. -/
theorem tendsto_integer_difference (D : ℝ) :
    Tendsto (fun R : ℝ => D - 1 / R) atTop (𝓝 D) := by
  have h : Tendsto (fun R : ℝ => 1 / R) atTop (𝓝 0) :=
    tendsto_const_nhds.div_atTop tendsto_id
  have h2 := (tendsto_const_nhds (x := D) (f := (atTop : Filter ℝ))).sub h
  rw [sub_zero] at h2
  exact h2
```

Now let 0 < D < k. Then |s| → D and b → k, and because D < k the inequality

|s| < b

holds for all sufficiently large R. For those R the completed square applies, so a minimizer exists, is unique and equals q*. The threshold may depend on D, k and a. The quantifier `∀ᶠ R in atTop` means "for all R beyond some value", and `filter_upwards` passes from the inequality to the conclusion at each such R.

```lean
/-- If the delocalization error exceeds the positive gap, then at all sufficiently large
separations the stationary charge is the unique minimizer, for any exchange fraction `a`. -/
theorem eventually_fractional {D k : ℝ} (a : ℝ) (hD : 0 < D) (hk : D < k) :
    ∀ᶠ R in atTop, IsUniqueMinimizer (energy D k a R) (stationaryCharge D k a R) := by
  have hlt : |D| < k := by rwa [abs_of_pos hD]
  filter_upwards [(tendsto_integer_difference D).abs.eventually_lt
    (tendsto_bowing k a) hlt] with R hR
  exact fractional_transfer hR
```

The limit of the stationary charge follows from the limits of s and b:

q* = 1/2 − s/(2b) → 1/2 − D/(2k) = (k − D)/(2k).

It is positive because k > D, and it is below 1/2 because D > 0.

The theorem speaks of any function `q` that assigns a charge to each separation and, for all large R, picks a minimizer. No continuity in R is assumed. Such a function must agree with q* at large R. If q(R) differed from q*, minimality would give E(q(R)) ≤ E(q*), while uniqueness would give E(q*) < E(q(R)), a contradiction. This is the `by_contra` step, and `ht.congr'` then transfers the limit from q* to `q`. The exchange fraction `a` is an arbitrary real number, so the values between 0 and 1 used in functionals are included.

```lean
/-- If the delocalization error `k` exceeds the positive gap `D`, then for any exchange
fraction `a` the minimizing charges tend to `(k - D)/(2k)` as the separation grows, and this
limit lies strictly between `0` and `1/2`. -/
theorem spurious_transfer_limit {D k : ℝ} (a : ℝ) (hD : 0 < D) (hk : D < k)
    (q : ℝ → ℝ) (hq : ∀ᶠ R in atTop, IsMinimizer (energy D k a R) (q R)) :
    Tendsto q atTop (𝓝 ((k - D) / (2 * k))) ∧
      (k - D) / (2 * k) ∈ Ioo (0 : ℝ) (1 / 2) := by
  have h2k : 0 < 2 * k := by linarith
  constructor
  · have hlim : (k - D) / (2 * k) = 1 / 2 - D / (2 * k) := by
      have hc : D / (2 * k) * (2 * k) = D := div_mul_cancel₀ _ h2k.ne'
      rw [div_eq_iff h2k.ne']
      linear_combination hc
    have ht : Tendsto (fun R => stationaryCharge D k a R) atTop
        (𝓝 (1 / 2 - D / (2 * k))) :=
      tendsto_const_nhds.sub ((tendsto_integer_difference D).div
        ((tendsto_bowing k a).const_mul 2) h2k.ne')
    rw [hlim]
    -- uniqueness identifies the given minimizers with the stationary charge
    refine ht.congr' ?_
    filter_upwards [hq, eventually_fractional a hD hk] with R hm hu
    by_contra hne
    exact not_lt_of_ge (hm.2 _ hu.1) (hu.2 _ hm.1 (Ne.symm hne))
  · refine ⟨div_pos (by linarith) h2k, ?_⟩
    rw [div_lt_iff₀ h2k]
    linarith

end

end RangeSeparatedChargeTransfer
```

```lean
#print axioms RangeSeparatedChargeTransfer.full_exchange_transfer
-- 'RangeSeparatedChargeTransfer.full_exchange_transfer' depends on axioms: [propext, Classical.choice, Quot.sound]
#print axioms RangeSeparatedChargeTransfer.half_transfer_at_crossing
-- 'RangeSeparatedChargeTransfer.half_transfer_at_crossing' depends on axioms: [propext, Classical.choice, Quot.sound]
#print axioms RangeSeparatedChargeTransfer.eventually_fractional
-- 'RangeSeparatedChargeTransfer.eventually_fractional' depends on axioms: [propext, Classical.choice, Quot.sound]
#print axioms RangeSeparatedChargeTransfer.spurious_transfer_limit
-- 'RangeSeparatedChargeTransfer.spurious_transfer_limit' depends on axioms: [propext, Classical.choice, Quot.sound]
```

## The energy gained by the spurious transfer

The completed square also gives the depth of the minimum. Setting p = 0 and using E(0) = 0,

E(q*) = −b(q*)².

For 0 < D < k this tends, as R → ∞, to

−k · [(k − D)/(2k)]² = −(k − D)²/(4k).

The model therefore places the separated pair below the neutral fragments by (k − D)²/(4k), although the fragments no longer interact.

## A gap larger than the delocalization error

For 0 < k < D the limit formula fails. At k = D it still gives the correct limit, 0; for a > 0 the minimizing charge is then fractional at large finite R, but it decays as 1/R. As an example with k < D, take D = 0.2, k = 0.1 and a = 1. Then b = 0.1 and s = 0.2 − 1/R, so

E(q) = q(0.2 − 1/R) − 0.1 q(1−q) = q(0.1 − 1/R) + 0.1 q².

For R > 10 this is positive for every q in (0,1], and the unique minimizer is 0. The expression (k − D)/(2k) would give −1/2, which is not an allowed charge. Here the functional still has a delocalization error, but the gap is large enough to keep the distant fragments neutral.
